# Pair energy on a periodic lattice: its reciprocal-space form and the test for nonnegativity

## Sites, transform and energy

The sites are the elements of `ZMod N`, the integers modulo N, with N ≥ 1 (`NeZero N`). They form a one-dimensional ring, so i − j is a periodic displacement. Wave numbers k are labelled by the same set.

```lean
import Mathlib

open ComplexConjugate

namespace ReciprocalSpaceEnergy

noncomputable section

variable {N : ℕ} [NeZero N]
```

Write χ(x) = exp(2πi x/N), where i is the imaginary unit, as it is after 2π in any exponential; otherwise i is a site. In Lean χ is `ZMod.stdAddChar`. The transform carries no prefactor:

f̂(k) = Σⱼ χ(−jk) f(j)

```lean
/-- The unnormalised discrete Fourier transform on the periodic lattice of `N` sites:
the sum over sites `j` of `exp (-2πi j k / N) * f j`. -/
def dft (f : ZMod N → ℂ) (k : ZMod N) : ℂ :=
  ∑ j, ZMod.stdAddChar (N := N) (-(j * k)) * f j
```

A kernel K gives the interaction between two sites as a function of their displacement. A density f then produces the potential

V(i) = Σⱼ K(i−j) f(j)

```lean
/-- The potential at site `i` produced by the density `f` through the pair kernel `K`. -/
def potential (K f : ZMod N → ℂ) (i : ZMod N) : ℂ :=
  ∑ j, K (i - j) * f j
```

For real K and ρ the energy is

E = Σᵢ Σⱼ ρ(i) K(i−j) ρ(j)

It has no factor 1/2, and it includes the self-terms i = j.

```lean
/-- The real-space energy of a real density `ρ` with a real pair kernel `K`, summed over all
ordered pairs of sites, the pairs `i = j` included. -/
def energy (K ρ : ZMod N → ℝ) : ℝ :=
  ∑ i, ∑ j, ρ i * K (i - j) * ρ j
```

## From plane waves to the energy formula

Let S = Σₖ χ(kd). If d = 0, every term is 1 and S = N. If d ≠ 0, replacing k by k + 1 gives χ(d) S = S, and χ(d) ≠ 1 forces S = 0.

The Mathlib notion used here is primitivity of a character: for every d ≠ 0, the map k ↦ χ(kd) is not constantly 1. `ZMod.isPrimitive_stdAddChar` supplies this, and `AddChar.sum_mulShift` turns it into the value of the sum. The phases need not be distinct: for N = 4 and d = 2 they are 1, −1, 1, −1, which still cancel.

```lean
/-- A plane wave summed over all wave numbers gives `N` at zero displacement and zero at any
other displacement. -/
theorem plane_wave_orthogonality (d : ZMod N) :
    ∑ k, ZMod.stdAddChar (N := N) (k * d) = if d = 0 then (N : ℂ) else 0 := by
  rw [AddChar.sum_mulShift d (ZMod.isPrimitive_stdAddChar N)]
  split_ifs <;> simp [ZMod.card]
```

Parseval's identity follows by multiplying out the two transforms and summing over k first:

Σₖ conj(f̂(k)) ĝ(k) = Σᵢ Σⱼ conj(f(i)) g(j) Σₖ χ(k(i−j)) = N Σᵢ conj(f(i)) g(i)

In the proof, `step` collects the phases and `key` carries out the sum over k.

```lean
/-- Parseval's identity: the overlap of two lattice functions is `1/N` times the overlap of
their Fourier transforms. -/
theorem parseval (f g : ZMod N → ℂ) :
    ∑ i, conj (f i) * g i = 1 / (N : ℂ) * ∑ k, conj (dft f k) * dft g k := by
  have hN : (N : ℂ) ≠ 0 := Nat.cast_ne_zero.mpr (NeZero.ne N)
  -- collect the phases of each pair of sites
  have step : ∀ k, conj (dft f k) * dft g k =
      ∑ i, ∑ j, ZMod.stdAddChar (N := N) (k * (i - j)) * (conj (f i) * g j) := by
    intro k
    simp only [dft, map_sum, Finset.sum_mul_sum]
    refine Finset.sum_congr rfl fun i _ => Finset.sum_congr rfl fun j _ => ?_
    have hc : conj (ZMod.stdAddChar (N := N) (-(i * k))) =
        ZMod.stdAddChar (N := N) (i * k) := by
      rw [← AddChar.map_neg_eq_conj, neg_neg]
    rw [map_mul (starRingEnd ℂ), hc, show k * (i - j) = i * k + -(j * k) by ring,
      AddChar.map_add_eq_mul]
    ring
  -- the sum over wave numbers leaves only coinciding sites
  have key : ∑ k, conj (dft f k) * dft g k = (N : ℂ) * ∑ i, conj (f i) * g i := by
    simp_rw [step]
    rw [Finset.sum_comm, Finset.mul_sum]
    refine Finset.sum_congr rfl fun i _ => ?_
    rw [Finset.sum_comm]
    simp_rw [← Finset.sum_mul, plane_wave_orthogonality]
    simp [sub_eq_zero]
  rw [key, ← mul_assoc, one_div, inv_mul_cancel₀ hN, one_mul]
```

For the potential, substitute i = m + j, measuring position from the source site j:

V̂(k) = Σⱼ Σₘ χ(−(m+j)k) K(m) f(j) = K̂(k) f̂(k)

The substitution is a bijection of the ring, `Equiv.addRight j`, under which `Equiv.sum_comp` leaves the sum unchanged.

```lean
/-- Convolution theorem: in reciprocal space the potential is the product of the transformed
kernel and the transformed density. -/
theorem dft_potential (K f : ZMod N → ℂ) (k : ZMod N) :
    dft (potential K f) k = dft K k * dft f k := by
  unfold dft potential
  simp_rw [Finset.mul_sum]
  rw [Finset.sum_comm]
  refine Finset.sum_congr rfl fun j _ => ?_
  rw [Finset.sum_mul]
  -- measure positions from the source site `j`
  refine (Equiv.sum_comp (Equiv.addRight j) _).symm.trans ?_
  refine Finset.sum_congr rfl fun m _ => ?_
  simp only [Equiv.coe_addRight, add_sub_cancel_right]
  rw [show -((m + j) * k) = -(m * k) + -(j * k) by ring, AddChar.map_add_eq_mul]
  ring
```

Parseval's identity applied to ρ and its potential gives, for complex K and ρ,

Σᵢ Σⱼ conj(ρ(i)) K(i−j) ρ(j) = (1/N) Σₖ K̂(k) |ρ̂(k)|²

```lean
/-- The reciprocal-space form of the pair energy for a complex density and a complex kernel. -/
theorem reciprocal_energy_complex (K ρ : ZMod N → ℂ) :
    ∑ i, ∑ j, conj (ρ i) * K (i - j) * ρ j =
      1 / (N : ℂ) * ∑ k, dft K k * ((‖dft ρ k‖ ^ 2 : ℝ) : ℂ) := by
  have h : ∑ i, ∑ j, conj (ρ i) * K (i - j) * ρ j =
      ∑ i, conj (ρ i) * potential K ρ i := by
    simp only [potential, Finset.mul_sum, mul_assoc]
  rw [h, parseval]
  congr 1
  refine Finset.sum_congr rfl fun k _ => ?_
  rw [dft_potential, Complex.ofReal_pow, ← Complex.conj_mul']
  ring
```

For real K and ρ the conjugation disappears and the left side is E. The equation is stated in ℂ because individual values K̂(k) may be complex; K need not be symmetric.

```lean
/-- The energy of a real density with a real kernel is `1/N` times the sum over wave numbers of
the transformed kernel times the squared modulus of the transformed density. -/
theorem reciprocal_energy (K ρ : ZMod N → ℝ) :
    (energy K ρ : ℂ) = 1 / (N : ℂ) *
      ∑ k, dft (fun i => (K i : ℂ)) k * ((‖dft (fun i => (ρ i : ℂ)) k‖ ^ 2 : ℝ) : ℂ) := by
  have h := reciprocal_energy_complex (fun i => (K i : ℂ)) (fun i => (ρ i : ℂ))
  simp only [Complex.conj_ofReal] at h
  rw [← h]
  simp only [energy, Complex.ofReal_sum, Complex.ofReal_mul]
```

Since E is real, taking real parts gives

E = (1/N) Σₖ Re K̂(k) |ρ̂(k)|²

```lean
/-- For real densities and kernels, only the real part of the transformed kernel contributes
to the energy. -/
theorem reciprocal_energy_re (K ρ : ZMod N → ℝ) :
    energy K ρ = 1 / (N : ℝ) *
      ∑ k, (dft (fun i => (K i : ℂ)) k).re * ‖dft (fun i => (ρ i : ℂ)) k‖ ^ 2 := by
  have h := congrArg Complex.re (reciprocal_energy K ρ)
  have hc : 1 / (N : ℂ) = ((1 / (N : ℝ) : ℝ) : ℂ) := by push_cast; rfl
  rw [hc, Complex.re_ofReal_mul, Complex.re_sum, Complex.ofReal_re] at h
  simp_rw [Complex.re_mul_ofReal] at h
  exact h
```

If K(−j) = K(j), as for an interaction that depends only on distance, then K̂ is real, by the relabelling j → −j:

conj(K̂(k)) = Σⱼ χ(jk) K(j) = Σⱼ χ(−jk) K(−j) = K̂(k)

```lean
/-- The transform of a real kernel that is even under inversion of the lattice is real. -/
theorem dft_im_eq_zero_of_even (K : ZMod N → ℝ) (hK : ∀ i, K (-i) = K i) (k : ZMod N) :
    (dft (fun i => (K i : ℂ)) k).im = 0 := by
  rw [← Complex.conj_eq_iff_im]
  simp only [dft, map_sum]
  -- conjugation is undone by the inversion `j ↦ -j`
  refine Eq.trans ?_ (Equiv.sum_comp (Equiv.neg (ZMod N)) _)
  refine Finset.sum_congr rfl fun j _ => ?_
  simp only [Equiv.neg_apply]
  rw [map_mul (starRingEnd ℂ), Complex.conj_ofReal, ← AddChar.map_neg_eq_conj, hK, neg_mul]
```

## Which kernels never give a negative energy

Take the cosine and sine waves c(i) = Re χ(ik) and s(i) = Im χ(ik). Then

c(i) c(j) + s(i) s(j) = Re χ(−(i−j)k)

Multiplying by K(i−j) and summing over j gives Re K̂(k) for each site i. The N sites together give

E[c] + E[s] = N Re K̂(k)

In the proof, `h1` is the sum for one site.

```lean
/-- The energies of the cosine and sine density waves of wave number `k` add up to `N` times
the real part of the transformed kernel at `k`. -/
theorem density_wave_energy (K : ZMod N → ℝ) (k : ZMod N) :
    energy K (fun i => (ZMod.stdAddChar (N := N) (i * k)).re) +
      energy K (fun i => (ZMod.stdAddChar (N := N) (i * k)).im) =
      N * (dft (fun i => (K i : ℂ)) k).re := by
  -- every site `i` contributes the same amount
  have h1 : ∀ i : ZMod N, ∑ j,
      ((ZMod.stdAddChar (N := N) (i * k)).re * K (i - j) *
          (ZMod.stdAddChar (N := N) (j * k)).re +
        (ZMod.stdAddChar (N := N) (i * k)).im * K (i - j) *
          (ZMod.stdAddChar (N := N) (j * k)).im) = (dft (fun i => (K i : ℂ)) k).re := by
    intro i
    rw [dft, Complex.re_sum]
    refine Eq.trans ?_ (Equiv.sum_comp (Equiv.subLeft i) _)
    refine Finset.sum_congr rfl fun j _ => ?_
    simp only [Equiv.subLeft_apply]
    rw [show -((i - j) * k) = -(i * k) + j * k by ring, AddChar.map_add_eq_mul,
      AddChar.map_neg_eq_conj]
    simp only [Complex.mul_re, Complex.mul_im, Complex.conj_re, Complex.conj_im,
      Complex.ofReal_re, Complex.ofReal_im]
    ring
  simp only [energy, ← Finset.sum_add_distrib, h1]
  simp [ZMod.card]
```

If E ≥ 0 for every real density, this identity forces Re K̂(k) ≥ 0 for every k. Conversely, if every Re K̂(k) ≥ 0, each term of the energy formula is nonnegative. Physically, the condition says that no density wave can bring the energy below that of the empty lattice. Here ρ may take both signs, as a charge density does; for densities restricted to ρ ≥ 0 the condition is still sufficient, but in general not necessary. For an even kernel it reads K̂(k) ≥ 0.

At N = 1 there is one site and one wave number, K̂(0) = K(0) and E = K(0) ρ(0)², so the test is simply K(0) ≥ 0.

```lean
/-- The energy is nonnegative for every real density exactly when the transformed kernel has
nonnegative real part at every wave number. -/
theorem energy_nonneg_iff (K : ZMod N → ℝ) :
    (∀ ρ, 0 ≤ energy K ρ) ↔ ∀ k, 0 ≤ (dft (fun i => (K i : ℂ)) k).re := by
  constructor
  · intro h k
    have hN : (0 : ℝ) < N := Nat.cast_pos.mpr (NeZero.pos N)
    have hk : 0 ≤ (N : ℝ) * (dft (fun i => (K i : ℂ)) k).re := by
      rw [← density_wave_energy]
      exact add_nonneg (h _) (h _)
    exact (mul_nonneg_iff_of_pos_left hN).1 hk
  · intro h ρ
    rw [reciprocal_energy_re]
    exact mul_nonneg (by positivity)
      (Finset.sum_nonneg fun k _ => mul_nonneg (h k) (sq_nonneg _))
```

For a neutral density, ρ̂(0) = Σᵢ ρ(i) = 0. The k = 0 term vanishes whatever K̂(0) is, and nonnegativity at the other wave numbers suffices.

```lean
/-- For a density of zero total charge, the energy is nonnegative as soon as the transformed
kernel has nonnegative real part at every nonzero wave number. -/
theorem energy_nonneg_of_neutral (K ρ : ZMod N → ℝ) (hρ : ∑ i, ρ i = 0)
    (hK : ∀ k, k ≠ 0 → 0 ≤ (dft (fun i => (K i : ℂ)) k).re) :
    0 ≤ energy K ρ := by
  -- the zero mode of the density is its total charge
  have h0 : dft (fun i => (ρ i : ℂ)) 0 = 0 := by
    simp only [dft, mul_zero, neg_zero, AddChar.map_zero_eq_one, one_mul]
    exact_mod_cast hρ
  rw [reciprocal_energy_re]
  refine mul_nonneg (by positivity) (Finset.sum_nonneg fun k _ => ?_)
  by_cases hk : k = 0
  · rw [hk, h0]
    simp
  · exact mul_nonneg (hK k hk) (sq_nonneg _)

end

end ReciprocalSpaceEnergy
```

This is the algebra behind the reciprocal-space part of an Ewald sum for a neutral cell, here for a given kernel on a finite one-dimensional lattice. The Coulomb kernel, its splitting into short- and long-range parts, and the continuum limit are not treated.

```lean
#print axioms ReciprocalSpaceEnergy.reciprocal_energy_complex
#print axioms ReciprocalSpaceEnergy.dft_im_eq_zero_of_even
#print axioms ReciprocalSpaceEnergy.energy_nonneg_iff
#print axioms ReciprocalSpaceEnergy.energy_nonneg_of_neutral
```

```
'ReciprocalSpaceEnergy.reciprocal_energy_complex' depends on axioms: [propext, Classical.choice, Quot.sound]
'ReciprocalSpaceEnergy.dft_im_eq_zero_of_even' depends on axioms: [propext, Classical.choice, Quot.sound]
'ReciprocalSpaceEnergy.energy_nonneg_iff' depends on axioms: [propext, Classical.choice, Quot.sound]
'ReciprocalSpaceEnergy.energy_nonneg_of_neutral' depends on axioms: [propext, Classical.choice, Quot.sound]
```
